# Kinetic energy and skew angle of three collinear atoms at zero total momentum

Take three atoms of mass 1 on a line, with velocities $x, y, z$ and total momentum $x+y+z=0$. Let $u=y-x$ and $v=z-y$ be the rates of change of the two bond coordinates. Substituting $x=y-u$ and $z=y+v$ into the momentum condition gives $y=(u-v)/3$, and therefore

$$x=-\frac{2u+v}{3},\qquad y=\frac{u-v}{3},\qquad z=\frac{u+2v}{3}.$$

The kinetic energy is then

$$\frac{x^2+y^2+z^2}{2}=\frac{6u^2+6uv+6v^2}{18}=\frac{u^2+uv+v^2}{3}.$$

Because of the cross term $uv$, the energy is not a sum of one term for each bond. If twice this energy is read as a squared length, the vectors $(u,v)=(1,0)$ and $(0,1)$ along the two bond axes each have squared length $2/3$, and their product is $1/3$. The cosine of the angle between them is $(1/3)/(2/3)=1/2$, so the axes meet at $60^\circ$. The parts below treat general positive masses.

## Masses, velocities and the mass metric

Atoms A, B and C, placed in this order along the line, have masses $a, b, c$ and velocities $x, y, z$. All of these are real numbers in Lean, and the theorems add the hypotheses on the masses that they need.

```lean
import Mathlib

open Real

namespace CollinearSkewAngle

noncomputable section
```

The kinetic energy is the ordinary sum over atoms, $T=(ax^2+by^2+cz^2)/2$.

```lean
/-- Kinetic energy of three atoms of masses `a, b, c` moving on a line with
velocities `x, y, z`. -/
def kineticEnergy (a b c x y z : ℝ) : ℝ :=
  (a * x ^ 2 + b * y ^ 2 + c * z ^ 2) / 2
```

Write $M=a+b+c$. A pair $p=(p_1,p_2)$ holds a velocity for the first bond and one for the second; Lean writes its entries as `p.1` and `p.2`. The mass metric is the symmetric bilinear form

$$G(p,q)=\frac{a(b+c)\,p_1q_1+ac\,(p_1q_2+p_2q_1)+c(a+b)\,p_2q_2}{M}.$$

This definition is only a formula. Its link with the kinetic energy is proved in part (a).

```lean
/-- The mass metric on pairs of bond velocities (first bond, second bond). -/
def bondMetric (a b c : ℝ) (p q : ℝ × ℝ) : ℝ :=
  (a * (b + c) * (p.1 * q.1) + a * c * (p.1 * q.2 + p.2 * q.1)
    + c * (a + b) * (p.2 * q.2)) / (a + b + c)
```

The length of $p$ is $\sqrt{G(p,p)}$.

```lean
/-- Length, in the mass metric, of a vector of bond velocities. -/
def bondNorm (a b c : ℝ) (p : ℝ × ℝ) : ℝ := √(bondMetric a b c p p)
```

The bond axes point along $(1,0)$, where only the first bond coordinate changes, and $(0,1)$, where only the second does. Their angle $\theta$ is defined as in any plane with an inner product, as the arccosine of the product of the two vectors divided by the product of their lengths. No tangent formula is built into the definition.

```lean
/-- The angle between the two bond-coordinate axes in the mass metric. -/
def skewAngle (a b c : ℝ) : ℝ :=
  arccos (bondMetric a b c (1, 0) (0, 1) /
    (bondNorm a b c (1, 0) * bondNorm a b c (0, 1)))
```

## (a) Separating the centre-of-mass energy

**Task.** For any total momentum $P=ax+by+cz$, show that $T=P^2/(2M)+G(w,w)/2$, where $w=(y-x,\,z-y)$.

**Solution.** Expand $M(ax^2+by^2+cz^2)-P^2$. The coefficient of $x^2$ is $aM-a^2=ab+ac$, and the coefficient of $xy$ is $-2ab$. The other coefficients follow the same pattern, so

$$M(ax^2+by^2+cz^2)-P^2=ab(y-x)^2+ac(z-x)^2+bc(z-y)^2.$$

Put $u=y-x$ and $v=z-y$, so that $z-x=u+v$. The right-hand side becomes

$$ab\,u^2+ac(u+v)^2+bc\,v^2=a(b+c)u^2+2ac\,uv+c(a+b)v^2=M\,G(w,w).$$

Division by $2M$ gives the claim.

The Lean statement assumes only that the total mass is non-zero, since the identity is algebraic. The proof unfolds both definitions, clears the denominator with `field_simp`, and leaves the polynomial identity to `ring`.

```lean
/-- The kinetic energy is the centre-of-mass energy plus half the squared length
of the bond velocities in the mass metric. -/
theorem kineticEnergy_split (a b c x y z : ℝ) (hM : a + b + c ≠ 0) :
    kineticEnergy a b c x y z =
      (a * x + b * y + c * z) ^ 2 / (2 * (a + b + c))
        + bondMetric a b c (y - x, z - y) (y - x, z - y) / 2 := by
  simp only [kineticEnergy, bondMetric]
  field_simp
  ring
```

## (b) The energy as a quadratic form in the bond velocities

**Task.** For positive masses and $P=0$, express $T$ through $u$ and $v$ alone.

**Solution.** The first term in part (a) vanishes. Inserting $w=(u,v)$ into $G$ leaves

$$T=\frac{a(b+c)u^2+2ac\,uv+c(a+b)v^2}{2(a+b+c)}.$$

In Lean, `hP` is the condition of zero total momentum, while `hu` and `hv` say that $u$ and $v$ are the velocity differences. The proof rewrites $T$ by part (a), inserts these three equations, and simplifies. Zero momentum describes motion viewed in the centre-of-mass frame; in another frame the energy $P^2/(2M)$ has to be added.

```lean
/-- At zero total momentum the kinetic energy of three collinear atoms is a quadratic form in the
bond velocities `u` and `v`, with cross term `acuv/(a+b+c)`. -/
theorem kineticEnergy_bond {a b c x y z u v : ℝ} (ha : 0 < a) (hb : 0 < b) (hc : 0 < c)
    (hP : a * x + b * y + c * z = 0) (hu : y - x = u) (hv : z - y = v) :
    kineticEnergy a b c x y z =
      (a * (b + c) * u ^ 2 + 2 * a * c * u * v + c * (a + b) * v ^ 2)
        / (2 * (a + b + c)) := by
  have hM : a + b + c ≠ 0 := by positivity
  rw [kineticEnergy_split a b c x y z hM, hP, hu, hv]
  simp only [bondMetric]
  field_simp
  ring
```

## (c) The cosine of the skew angle

**Task.** Show that $\theta=\arccos\sqrt{ac/((a+b)(b+c))}$ for positive masses.

**Solution.** Write $G_{11}$, $G_{12}$ and $G_{22}$ for the values of $G$ on the two axis vectors:

$$G_{11}=\frac{a(b+c)}{M},\qquad G_{12}=\frac{ac}{M},\qquad G_{22}=\frac{c(a+b)}{M}.$$

The total mass cancels in the normalised product:

$$\frac{G_{12}}{\sqrt{G_{11}}\sqrt{G_{22}}}=\frac{ac}{\sqrt{a(b+c)\,c(a+b)}}=\sqrt{\frac{ac}{(a+b)(b+c)}}.$$

The steps `h11`, `h12` and `h22` compute the three metric entries. The step `hr` writes the fraction under the root as $G_{12}^2/(G_{11}G_{22})$. The final rewriting takes the root of this quotient, using the fact that $G_{12}$ is non-negative, and splits the root of the denominator into the two lengths.

```lean
/-- The skew angle is the arccosine of `sqrt(ac / ((a+b)(b+c)))`. -/
theorem skewAngle_eq_arccos {a b c : ℝ} (ha : 0 < a) (hb : 0 < b) (hc : 0 < c) :
    skewAngle a b c = arccos (√(a * c / ((a + b) * (b + c)))) := by
  have h11 : bondMetric a b c (1, 0) (1, 0) = a * (b + c) / (a + b + c) := by
    simp only [bondMetric]; ring
  have h12 : bondMetric a b c (1, 0) (0, 1) = a * c / (a + b + c) := by
    simp only [bondMetric]; ring
  have h22 : bondMetric a b c (0, 1) (0, 1) = c * (a + b) / (a + b + c) := by
    simp only [bondMetric]; ring
  -- the squared cosine is the squared cross term over the product of diagonal terms
  have hr : a * c / ((a + b) * (b + c)) = (a * c / (a + b + c)) ^ 2 /
      (a * (b + c) / (a + b + c) * (c * (a + b) / (a + b + c))) := by
    field_simp
  have p12 : 0 ≤ a * c / (a + b + c) := by positivity
  have p11 : 0 ≤ a * (b + c) / (a + b + c) := by positivity
  rw [skewAngle, bondNorm, bondNorm, h11, h12, h22, hr,
    Real.sqrt_div (sq_nonneg _), Real.sqrt_sq p12, Real.sqrt_mul p11]
```

## (d) The angle is acute and non-zero

**Task.** Show that $0<\theta<\pi/2$ for positive masses.

**Solution.** The cosine found in part (c) is positive because all masses are positive. It is less than 1 because

$$(a+b)(b+c)-ac=ab+b^2+bc=b(a+b+c)>0.$$

The arccosine of a number strictly between 0 and 1 lies strictly between 0 and $\pi/2$.

Lean turns the lower bound on the angle into the statement that the cosine is below 1, then removes the root and the denominator. The remaining inequality is the one displayed above, and `nlinarith` proves it from the positive products $ab$, $bc$ and $b^2$. The upper bound reduces to positivity of the cosine.

```lean
/-- For positive masses the skew angle lies strictly between `0` and `π/2`. -/
theorem skewAngle_acute {a b c : ℝ} (ha : 0 < a) (hb : 0 < b) (hc : 0 < c) :
    0 < skewAngle a b c ∧ skewAngle a b c < π / 2 := by
  rw [skewAngle_eq_arccos ha hb hc]
  constructor
  · rw [Real.arccos_pos, Real.sqrt_lt' one_pos, one_pow, div_lt_one (by positivity)]
    nlinarith [mul_pos ha hb, mul_pos hb hc, mul_pos hb hb]
  · rw [Real.arccos_lt_pi_div_two]
    positivity
```

## (e) The tangent of the skew angle

**Task.** Show that $\tan\theta=\sqrt{b(a+b+c)/(ac)}$ for positive masses.

**Solution.** By part (c) and the difference computed in part (d),

$$\cos^2\theta=\frac{ac}{(a+b)(b+c)},\qquad \sin^2\theta=1-\cos^2\theta=\frac{b(a+b+c)}{(a+b)(b+c)}.$$

The angle is acute, so its sine and cosine are both positive. Dividing them cancels the common denominator:

$$\tan\theta=\frac{\sin\theta}{\cos\theta}=\sqrt{\frac{b(a+b+c)}{ac}}.$$

For fixed end masses, the angle becomes small when the central atom is light and approaches a right angle when it is heavy.

In the Lean proof, `hs` is the formula for the squared sine. The library lemma `Real.tan_arccos` gives the tangent of $\arccos r$ as $\sqrt{1-r^2}/r$. The two roots are then combined into one, and `field_simp` cancels the common factor beneath it.

```lean
/-- The tangent of the angle between the bond-coordinate axes is
`sqrt(b(a+b+c)/(ac))`. -/
theorem tan_skewAngle {a b c : ℝ} (ha : 0 < a) (hb : 0 < b) (hc : 0 < c) :
    tan (skewAngle a b c) = √(b * (a + b + c) / (a * c)) := by
  have hr : 0 ≤ a * c / ((a + b) * (b + c)) := by positivity
  -- the squared sine
  have hs : 1 - a * c / ((a + b) * (b + c)) =
      b * (a + b + c) / ((a + b) * (b + c)) := by
    rw [eq_div_iff (by positivity), sub_mul, div_mul_cancel₀ _ (by positivity)]
    ring
  have hs0 : 0 ≤ b * (a + b + c) / ((a + b) * (b + c)) := by positivity
  rw [skewAngle_eq_arccos ha hb hc, Real.tan_arccos, Real.sq_sqrt hr, hs,
    ← Real.sqrt_div hs0]
  congr 1
  field_simp
```

## (f) One particle of unit mass in a plane

**Task.** For positive masses and $P=0$, find rectangular velocity components in which the kinetic energy has no cross term and both directions carry the same mass.

**Solution.** Let $\ell_1=\sqrt{G_{11}}$ and $\ell_2=\sqrt{G_{22}}$ be the lengths of the axis vectors. Draw the first axis horizontally and the second at angle $\theta$ to it. The velocity $(u,v)$ then has components

$$\xi=\ell_1u+\ell_2\cos\theta\,v,\qquad \eta=\ell_2\sin\theta\,v.$$

Their squares add up to

$$\xi^2+\eta^2=\ell_1^2u^2+2\ell_1\ell_2\cos\theta\,uv+\ell_2^2(\cos^2\theta+\sin^2\theta)v^2.$$

Since $\ell_1\ell_2\cos\theta=G_{12}$, the right-hand side is $G_{11}u^2+2G_{12}uv+G_{22}v^2=2T$. Hence $T=(\xi^2+\eta^2)/2$, the kinetic energy of a single particle of unit mass. The masses have been absorbed into the scale of the axes, so the components carry units of velocity times the square root of mass.

**A numerical instance.** Take $a=1$, $b=2$, $c=3$ and $u=v=1$. Zero momentum gives $x=-4/3$, $y=-1/3$, $z=2/3$, and the sum over atoms is

$$T=\frac12\left(\frac{16}{9}+\frac{2}{9}+\frac{12}{9}\right)=\frac53.$$

The formula in part (b) gives $(5+6+9)/12=5/3$ as well. Part (e) gives $\tan\theta=\sqrt{2\cdot6/3}=2$, so $\theta\approx63.4^\circ$ and $\cos\theta=1/\sqrt5$. With $\ell_1^2=5/6$ and $\ell_2^2=3/2$, the components satisfy

$$\xi^2=\left(\sqrt{\tfrac56}+\sqrt{\tfrac{3}{10}}\right)^2=\frac{32}{15},\qquad \eta^2=\frac32\cdot\frac45=\frac65.$$

Half their sum is again $5/3$.

**What the result covers.** For classical trajectories of a collinear reaction A + BC → AB + C at zero total momentum, this kinetic energy allows the motion to be pictured as that of one particle on a potential surface drawn over skewed, scaled axes. The theorem concerns the kinetic energy at one instant. It contains no potential, equations of motion or reaction rate, and bending of the three-atom chain is excluded from the start.

In the Lean proof, `s1` and `s2` identify the squared lengths with $G_{11}$ and $G_{22}$. The bounds from part (d) place the normalised product strictly between 0 and 1, where the cosine undoes the arccosine; this yields `hcos`, the relation $\ell_1\ell_2\cos\theta=G_{12}$. The steps `hT` and `hB` reduce $T$ to the expanded quadratic form. The closing `linear_combination` adds suitable multiples of these relations and of $\sin^2\theta+\cos^2\theta=1$, as in the calculation by hand.

```lean
/-- In rectangular coordinates built from the bond velocities with the skew angle,
the kinetic energy at zero total momentum is that of one particle of unit mass in a plane. -/
theorem kineticEnergy_skewed {a b c x y z : ℝ} (ha : 0 < a) (hb : 0 < b) (hc : 0 < c)
    (hP : a * x + b * y + c * z = 0) :
    kineticEnergy a b c x y z =
      ((bondNorm a b c (1, 0) * (y - x)
          + bondNorm a b c (0, 1) * cos (skewAngle a b c) * (z - y)) ^ 2
        + (bondNorm a b c (0, 1) * sin (skewAngle a b c) * (z - y)) ^ 2) / 2 := by
  have g1 : 0 < bondMetric a b c (1, 0) (1, 0) := by
    simp only [bondMetric, mul_zero, mul_one, add_zero]; positivity
  have g2 : 0 < bondMetric a b c (0, 1) (0, 1) := by
    simp only [bondMetric, mul_zero, mul_one, add_zero, zero_add]; positivity
  have n1 : 0 < bondNorm a b c (1, 0) := Real.sqrt_pos.mpr g1
  have n2 : 0 < bondNorm a b c (0, 1) := Real.sqrt_pos.mpr g2
  have s1 : bondNorm a b c (1, 0) ^ 2 = bondMetric a b c (1, 0) (1, 0) :=
    Real.sq_sqrt g1.le
  have s2 : bondNorm a b c (0, 1) ^ 2 = bondMetric a b c (0, 1) (0, 1) :=
    Real.sq_sqrt g2.le
  -- the angle is neither 0 nor π, so its cosine is the normalised cross term
  have hang := skewAngle_acute ha hb hc
  have hlt : bondMetric a b c (1, 0) (0, 1) /
      (bondNorm a b c (1, 0) * bondNorm a b c (0, 1)) < 1 :=
    Real.arccos_pos.mp hang.1
  have hgt : 0 < bondMetric a b c (1, 0) (0, 1) /
      (bondNorm a b c (1, 0) * bondNorm a b c (0, 1)) :=
    Real.arccos_lt_pi_div_two.mp hang.2
  have hcos : cos (skewAngle a b c) * (bondNorm a b c (1, 0) * bondNorm a b c (0, 1))
      = bondMetric a b c (1, 0) (0, 1) := by
    rw [skewAngle, Real.cos_arccos (by linarith) hlt.le]
    exact div_mul_cancel₀ _ (mul_pos n1 n2).ne'
  have hB : bondMetric a b c (y - x, z - y) (y - x, z - y) =
      bondMetric a b c (1, 0) (1, 0) * (y - x) ^ 2
        + 2 * bondMetric a b c (1, 0) (0, 1) * (y - x) * (z - y)
        + bondMetric a b c (0, 1) (0, 1) * (z - y) ^ 2 := by
    simp only [bondMetric]; ring
  have hT : kineticEnergy a b c x y z =
      bondMetric a b c (y - x, z - y) (y - x, z - y) / 2 := by
    rw [kineticEnergy_split a b c x y z (by positivity), hP]
    simp
  rw [hT, hB]
  linear_combination (-(y - x) ^ 2 / 2) * s1 - (y - x) * (z - y) * hcos
    - ((z - y) ^ 2 / 2) * s2
    - (bondNorm a b c (0, 1) ^ 2 * (z - y) ^ 2 / 2) * Real.sin_sq_add_cos_sq (skewAngle a b c)
```

## (g) Three equal masses

**Task.** Find the skew angle when all three atoms have the same positive mass $m$.

**Solution.** Part (c) gives

$$\cos\theta=\sqrt{\frac{m^2}{(2m)^2}}=\frac12,$$

so $\theta=\pi/3$, whatever the value of $m$. This recovers the $60^\circ$ found for unit masses, and it agrees with part (e), where the tangent becomes $\sqrt3$.

Lean writes the fraction as $(1/2)^2$, takes its root, and replaces $1/2$ by $\cos(\pi/3)$. The arccosine then returns $\pi/3$, because that angle lies between $0$ and $\pi$.

```lean
/-- For three equal masses the skew angle is `π/3`. -/
theorem skewAngle_equal_masses {m : ℝ} (hm : 0 < m) : skewAngle m m m = π / 3 := by
  have h : m * m / ((m + m) * (m + m)) = (1 / 2 : ℝ) ^ 2 := by
    rw [div_eq_iff (by positivity)]
    ring
  rw [skewAngle_eq_arccos hm hm hm, h, Real.sqrt_sq (by norm_num),
    ← Real.cos_pi_div_three, Real.arccos_cos (by positivity) (by linarith [Real.pi_pos])]

end

end CollinearSkewAngle
```

```lean
#print axioms CollinearSkewAngle.kineticEnergy_bond
#print axioms CollinearSkewAngle.tan_skewAngle
#print axioms CollinearSkewAngle.kineticEnergy_skewed
#print axioms CollinearSkewAngle.skewAngle_equal_masses
```

```
'CollinearSkewAngle.kineticEnergy_bond' depends on axioms: [propext, Classical.choice, Quot.sound]
'CollinearSkewAngle.tan_skewAngle' depends on axioms: [propext, Classical.choice, Quot.sound]
'CollinearSkewAngle.kineticEnergy_skewed' depends on axioms: [propext, Classical.choice, Quot.sound]
'CollinearSkewAngle.skewAngle_equal_masses' depends on axioms: [propext, Classical.choice, Quot.sound]
```
